# The characteristic polynomial of pslash is (X² − p·p)² for all 4×4 complex gamma matrices of signature (+,−,−,−)

Spinors here have N complex components, labelled by a finite type `n`, so N is `Fintype.card n`. Units are ħ = c = 1.

In Lean 4 with Mathlib:

```lean
import Mathlib

open scoped Matrix Polynomial

namespace DiracDispersion

noncomputable section

variable {n : Type*} [Fintype n] [DecidableEq n]
```

The metric η is diagonal, with entries +1 for time and −1 for the three space directions. `metric μ` is the entry η^{μμ}, which equals η_{μμ}.

```lean
/-- Diagonal entries of the Minkowski metric with signature (+,-,-,-). -/
def metric (μ : Fin 4) : ℂ := if μ = 0 then 1 else -1
```

Four complex N×N matrices γ^0, …, γ^3, written `g 0` to `g 3`, are called gamma matrices when they obey the Clifford relations. Nothing else is assumed about their entries; in particular, no hermiticity is required.

```lean
/-- The Clifford relations `γ^μ γ^ν + γ^ν γ^μ = 2 η^{μν}` for four complex matrices. -/
def IsGamma (g : Fin 4 → Matrix n n ℂ) : Prop :=
  ∀ μ ν, g μ * g ν + g ν * g μ = (2 * if μ = ν then metric μ else 0 : ℂ) • (1 : Matrix n n ℂ)
```

A four-vector p is given by its upper components p^μ, which may be complex. The metric lowers the index in the slash:

pslash = p^0 γ^0 − p^1 γ^1 − p^2 γ^2 − p^3 γ^3

```lean
/-- The Feynman slash `γ^μ p_μ` of a complex four-vector with upper components `p μ`. -/
def slash (g : Fin 4 → Matrix n n ℂ) (p : Fin 4 → ℂ) : Matrix n n ℂ :=
  ∑ μ, (metric μ * p μ) • g μ
```

The Minkowski square contains no complex conjugation:

p·p = (p^0)² − (p^1)² − (p^2)² − (p^3)²

```lean
/-- The Minkowski square `p·p`, without complex conjugation. -/
def msq (p : Fin 4 → ℂ) : ℂ := ∑ μ, metric μ * p μ ^ 2
```

The proofs also use the product χ = γ^0γ^1γ^2γ^3. It is the usual γ^5 without its factor i.

```lean
/-- The product `γ^0 γ^1 γ^2 γ^3` of all four gamma matrices. -/
def chi (g : Fin 4 → Matrix n n ℂ) : Matrix n n ℂ := g 0 * g 1 * g 2 * g 3
```

## The Clifford relations

**Physical meaning.** The relations `IsGamma g` make the first-order operator iγ^μ∂_μ square to −∂^μ∂_μ. Every solution of the Dirac equation iγ^μ∂_μψ = mψ therefore also solves the Klein–Gordon equation (∂^μ∂_μ + m²)ψ = 0. In momentum space the squaring rule reads pslash² = p·p.

**Squares and signs.** Setting μ = ν and halving gives (γ^μ)² = η^{μμ}. For μ ≠ ν the right-hand side is zero, so the two matrices anticommute. `gamma_sq` and `gamma_swap` record these two cases.

```lean
/-- Each gamma matrix squares to its metric sign. -/
theorem gamma_sq {g : Fin 4 → Matrix n n ℂ} (h : IsGamma g) (μ : Fin 4) :
    g μ * g μ = metric μ • (1 : Matrix n n ℂ) := by
  have e := h μ μ
  rw [if_pos rfl] at e
  linear_combination (norm := module) (1 / 2 : ℂ) • e

/-- Two different gamma matrices anticommute. -/
theorem gamma_swap {g : Fin 4 → Matrix n n ℂ} (h : IsGamma g) {μ ν : Fin 4} (hne : μ ≠ ν) :
    g μ * g ν = -(g ν * g μ) := by
  have e := h μ ν
  rw [if_neg hne, mul_zero, zero_smul] at e
  exact eq_neg_of_add_eq_zero_left e
```

**The square of pslash.** Write p_μ = η_{μμ} p^μ. Symmetrising the double sum gives

pslash² = ½ Σ_{μν} p_μ p_ν (γ^μγ^ν + γ^νγ^μ) = Σ_μ η^{μμ} p_μ² = p·p

times the identity. In `slash_sq`, the sixteen products are expanded, each out-of-order pair is swapped, and `module` cancels the cross terms.

```lean
/-- The slashed four-vector squares to `p·p` times the identity. -/
theorem slash_sq {g : Fin 4 → Matrix n n ℂ} (h : IsGamma g) (p : Fin 4 → ℂ) :
    slash g p * slash g p = msq p • (1 : Matrix n n ℂ) := by
  have m0 : metric 0 = 1 := by simp [metric]
  have m1 : metric 1 = -1 := by simp [metric]
  have m2 : metric 2 = -1 := by simp [metric]
  have m3 : metric 3 = -1 := by simp [metric]
  simp only [slash, msq, Fin.sum_univ_four, add_mul, mul_add, smul_mul_assoc, mul_smul_comm,
    gamma_sq h, gamma_swap h (show (1 : Fin 4) ≠ 0 by decide),
    gamma_swap h (show (2 : Fin 4) ≠ 0 by decide), gamma_swap h (show (3 : Fin 4) ≠ 0 by decide),
    gamma_swap h (show (2 : Fin 4) ≠ 1 by decide), gamma_swap h (show (3 : Fin 4) ≠ 1 by decide),
    gamma_swap h (show (3 : Fin 4) ≠ 2 by decide), m0, m1, m2, m3]
  module
```

**The product χ.** Moving γ^μ through χ passes three different matrices, each giving a minus sign, and γ^μ itself, giving none. Hence χγ^μ = −γ^μχ. In χ², bringing equal factors together takes 3 + 2 + 1 = 6 swaps, so

χ² = (γ^0)²(γ^1)²(γ^2)²(γ^3)² = (1)(−1)(−1)(−1) = −1.

The proof of `chi_relations` does the same sorting with `simp`. Its auxiliary `lift` applies a two-factor rule inside a longer product.

```lean
/-- The product of all four gamma matrices squares to `-1` and anticommutes with each of them. -/
theorem chi_relations {g : Fin 4 → Matrix n n ℂ} (h : IsGamma g) :
    chi g * chi g = -1 ∧ ∀ μ, chi g * g μ = -(g μ * chi g) := by
  have q0 : g 0 * g 0 = 1 := by simpa [metric] using gamma_sq h 0
  have q1 : g 1 * g 1 = -1 := by simpa [metric] using gamma_sq h 1
  have q2 : g 2 * g 2 = -1 := by simpa [metric] using gamma_sq h 2
  have q3 : g 3 * g 3 = -1 := by simpa [metric] using gamma_sq h 3
  have s10 := gamma_swap h (show (1 : Fin 4) ≠ 0 by decide)
  have s20 := gamma_swap h (show (2 : Fin 4) ≠ 0 by decide)
  have s30 := gamma_swap h (show (3 : Fin 4) ≠ 0 by decide)
  have s21 := gamma_swap h (show (2 : Fin 4) ≠ 1 by decide)
  have s31 := gamma_swap h (show (3 : Fin 4) ≠ 1 by decide)
  have s32 := gamma_swap h (show (3 : Fin 4) ≠ 2 by decide)
  -- the same rules inside a longer product
  have lift : ∀ {a b c : Matrix n n ℂ}, a * b = c → ∀ x, a * (b * x) = c * x := by
    intro a b c e x
    rw [← mul_assoc, e]
  refine ⟨?_, fun μ => ?_⟩
  · simp [chi, mul_assoc, q0, q1, q2, q3, lift q2, lift q3, lift s10, lift s20, lift s30,
      lift s21, lift s31, lift s32]
  · fin_cases μ <;>
    simp [chi, mul_assoc, q0, q1, q2, q3, s10, s20, s30, s21, s31, s32, lift q0, lift q1,
      lift q2, lift q3, lift s10, lift s20, lift s30, lift s21, lift s31, lift s32]
```

**From the algebra to a determinant.** By linearity χ pslash = −pslash χ. With X a polynomial variable,

(X − pslash) χ = χ (X + pslash).

Since χ(−χ) = 1, det χ is nonzero and can be cancelled after taking determinants:

det(X − pslash) = det(X + pslash).

The two factors multiply to

(X − pslash)(X + pslash) = X² − pslash² = (X² − p·p) times the identity.

Taking determinants once more gives

det(X − pslash)² = (X² − p·p)^N.

In `charpoly_slash_sq`, the map `φ` turns complex matrices into matrices of constant polynomials, so that X can stand beside them. `hflip` is the equality of the two determinants and `hprod` is the product.

```lean
/-- In any spinor dimension `N`, the squared characteristic polynomial of the slashed
four-vector is `(X² - p·p)^N`. -/
theorem charpoly_slash_sq {g : Fin 4 → Matrix n n ℂ} (h : IsGamma g) (p : Fin 4 → ℂ) :
    (slash g p).charpoly ^ 2
      = (Polynomial.X ^ 2 - Polynomial.C (msq p)) ^ Fintype.card n := by
  obtain ⟨hχ, hμ⟩ := chi_relations h
  have hanti : chi g * slash g p = -(slash g p * chi g) := by
    simp only [slash, Finset.mul_sum, Finset.sum_mul, mul_smul_comm, smul_mul_assoc, hμ,
      smul_neg, Finset.sum_neg_distrib]
  -- regard all matrices as matrices of constant polynomials
  let φ : Matrix n n ℂ →+* Matrix n n ℂ[X] := (Polynomial.C : ℂ →+* ℂ[X]).mapMatrix
  have hB : φ (slash g p) * φ (slash g p)
      = Polynomial.C (msq p) • (1 : Matrix n n ℂ[X]) := by
    rw [← map_mul, slash_sq h]
    refine Matrix.ext fun i j => ?_
    by_cases hij : i = j <;> simp [φ, Matrix.one_apply, hij]
  have hG : φ (chi g) * -φ (chi g) = 1 := by
    rw [mul_neg, ← map_mul, hχ, map_neg, map_one, neg_neg]
  have hGB : φ (chi g) * φ (slash g p) = -(φ (slash g p) * φ (chi g)) := by
    rw [← map_mul, hanti, map_neg, map_mul]
  have hc : (slash g p).charpoly
      = ((Polynomial.X : ℂ[X]) • (1 : Matrix n n ℂ[X]) - φ (slash g p)).det := by
    rw [Matrix.charpoly, Matrix.charmatrix, Matrix.scalar_apply, Matrix.smul_one_eq_diagonal]
  generalize φ (slash g p) = B at *
  generalize φ (chi g) = G at *
  have hdet : G.det ≠ 0 := by
    have e := congrArg Matrix.det hG
    rw [Matrix.det_mul, Matrix.det_one] at e
    exact left_ne_zero_of_mul_eq_one e
  -- conjugation by the product of all gammas flips the sign of the slashed vector
  have hflip : ((Polynomial.X : ℂ[X]) • (1 : Matrix n n ℂ[X]) - B).det
      = ((Polynomial.X : ℂ[X]) • (1 : Matrix n n ℂ[X]) + B).det := by
    have e : ((Polynomial.X : ℂ[X]) • (1 : Matrix n n ℂ[X]) - B) * G
        = G * ((Polynomial.X : ℂ[X]) • (1 : Matrix n n ℂ[X]) + B) := by
      rw [sub_mul, mul_add, hGB, smul_mul_assoc, mul_smul_comm, one_mul, mul_one, sub_eq_add_neg]
    have e' := congrArg Matrix.det e
    rw [Matrix.det_mul, Matrix.det_mul, mul_comm] at e'
    exact mul_left_cancel₀ hdet e'
  have hprod : ((Polynomial.X : ℂ[X]) • (1 : Matrix n n ℂ[X]) - B)
      * ((Polynomial.X : ℂ[X]) • (1 : Matrix n n ℂ[X]) + B)
      = (Polynomial.X ^ 2 - Polynomial.C (msq p)) • (1 : Matrix n n ℂ[X]) := by
    simp only [sub_mul, mul_add, smul_mul_assoc, mul_smul_comm, one_mul, mul_one, hB]
    module
  rw [hc, sq]
  nth_rewrite 2 [hflip]
  rw [← Matrix.det_mul, hprod, Matrix.det_smul, Matrix.det_one, mul_one]
```

**Without the relations.** Four zero matrices give pslash = 0 for every p, and pslash − m is then singular only at m = 0, whatever p·p is. The relation pslash² = p·p at a single p would not be enough either: diag(1, 1, 1, −1) squares to 1 but has characteristic polynomial (X − 1)³(X + 1). Anticommutation with the invertible χ is what balances the two signs.

## Four spinor components

**Physical meaning.** The hypothesis `hn : Fintype.card n = 4` selects the ordinary Dirac spinor, with two spin states on each of two energy branches.

**Taking the square root.** Put P = det(X − pslash) and Q = (X² − p·p)². For N = 4 the previous identity says P² = Q², so

(P − Q)(P + Q) = 0.

Complex polynomials have no zero divisors, hence P = Q or P = −Q. Both P and Q have leading coefficient 1, which rules out the minus sign. `charpoly_slash` follows these steps, comparing leading coefficients in its second case.

```lean
/-- For four-component spinors, the characteristic polynomial of the slashed four-vector is
`(X² - p·p)²` in every representation of the gamma matrices. -/
theorem charpoly_slash (hn : Fintype.card n = 4) {g : Fin 4 → Matrix n n ℂ} (h : IsGamma g)
    (p : Fin 4 → ℂ) :
    (slash g p).charpoly = (Polynomial.X ^ 2 - Polynomial.C (msq p)) ^ 2 := by
  have e := charpoly_slash_sq h p
  rw [hn, show 4 = 2 * 2 from rfl, pow_mul] at e
  rcases eq_or_eq_neg_of_sq_eq_sq _ _ e with e | e
  · exact e
  · -- both polynomials are monic, so the minus sign is impossible
    have hq := (Polynomial.monic_X_pow_sub_C (msq p) (two_ne_zero)).pow 2
    have l := congrArg Polynomial.leadingCoeff e
    rw [Polynomial.leadingCoeff_neg, hq.leadingCoeff,
      (Matrix.charpoly_monic (slash g p)).leadingCoeff] at l
    norm_num at l
```

For p·p ≠ 0, pslash therefore has the two eigenvalues ±√(p·p), each with algebraic multiplicity two. For p·p = 0 the polynomial is X⁴.

**Singularity.** Evaluating at X = m gives

det(m − pslash) = (m² − p·p)².

Reversing the sign of a 4×4 matrix leaves its determinant unchanged, so det(pslash − m) has the same value. It vanishes exactly when p·p = m². `singular_iff` states this for complex p and m, and uses `hn` both through `charpoly_slash` and for that sign.

```lean
/-- For four-component spinors, the matrix `pslash - m` is singular exactly when `p·p = m²`, for
complex `p` and `m`. -/
theorem singular_iff (hn : Fintype.card n = 4) {g : Fin 4 → Matrix n n ℂ} (h : IsGamma g)
    (p : Fin 4 → ℂ) (m : ℂ) :
    (slash g p - m • (1 : Matrix n n ℂ)).det = 0 ↔ msq p = m ^ 2 := by
  have e := Matrix.eval_charpoly (slash g p) m
  rw [charpoly_slash hn h, Matrix.scalar_apply, ← Matrix.smul_one_eq_diagonal] at e
  simp only [Polynomial.eval_pow, Polynomial.eval_sub, Polynomial.eval_X,
    Polynomial.eval_C] at e
  rw [← neg_sub, Matrix.det_neg, hn, ← e]
  norm_num [sub_eq_zero]
  exact eq_comm
```

**Without four components.** Two copies of a four-component representation, stacked in blocks, have N = 8 and characteristic polynomial (X² − p·p)⁴, so the exponent 2 is specific to N = 4. The singularity criterion is less demanding. Evaluating the general identity at m gives

det(m − pslash)² = (m² − p·p)^N,

and the same argument therefore yields the neighbouring result that, for every N > 0 carrying gamma matrices, pslash − m is singular exactly when p·p = m². At N = 0 it fails, because the empty matrix has determinant 1.

## Real momentum and real mass

**Physical meaning.** A free plane wave with energy E, momentum k and constant spinor ψ turns the Dirac equation into

pslash ψ = m ψ, with p = (E, k).

In `dirac_energy_iff`, `k 0`, `k 1` and `k 2` are the three spatial components of momentum. They and the mass m are real, while E may be any complex number. The mass may have either sign.

**The energies.** A nonzero ψ exists exactly when pslash − m is singular, that is, when E² − k² = m². Let ω = √(k² + m²), where k² is the sum of the squared components. Then

E² − ω² = (E − ω)(E + ω) = 0,

so E = ω or E = −ω. The energies come out real although no hermiticity was assumed.

The proof computes p·p in `hm` and squares the real root in `hr`. Reality enters at `hr`: k² + m² is then nonnegative, and the real square root squares back to it. The lemma `Matrix.exists_mulVec_eq_zero_iff` exchanges a vanishing determinant for a nonzero spinor.

```lean
/-- For four-component spinors, real momentum `k` and real mass `m`, the momentum-space Dirac
equation has a nonzero solution at complex energy `E` exactly when `E = ±√(k² + m²)`. -/
theorem dirac_energy_iff (hn : Fintype.card n = 4) {g : Fin 4 → Matrix n n ℂ} (h : IsGamma g)
    (E : ℂ) (k : Fin 3 → ℝ) (m : ℝ) :
    (∃ ψ : n → ℂ, ψ ≠ 0 ∧ slash g ![E, k 0, k 1, k 2] *ᵥ ψ = (m : ℂ) • ψ) ↔
      E = (√(k 0 ^ 2 + k 1 ^ 2 + k 2 ^ 2 + m ^ 2) : ℝ) ∨
      E = -(√(k 0 ^ 2 + k 1 ^ 2 + k 2 ^ 2 + m ^ 2) : ℝ) := by
  have hm : msq ![E, k 0, k 1, k 2]
      = E ^ 2 - ((k 0 : ℂ) ^ 2 + (k 1 : ℂ) ^ 2 + (k 2 : ℂ) ^ 2) := by
    simp [msq, metric, Fin.sum_univ_four]
    ring
  have hr : ((√(k 0 ^ 2 + k 1 ^ 2 + k 2 ^ 2 + m ^ 2) : ℝ) : ℂ) ^ 2
      = (k 0 : ℂ) ^ 2 + (k 1 : ℂ) ^ 2 + (k 2 : ℂ) ^ 2 + (m : ℂ) ^ 2 := by
    exact_mod_cast Real.sq_sqrt (by positivity : 0 ≤ k 0 ^ 2 + k 1 ^ 2 + k 2 ^ 2 + m ^ 2)
  have hs := singular_iff hn h ![E, k 0, k 1, k 2] (m : ℂ)
  rw [← Matrix.exists_mulVec_eq_zero_iff] at hs
  simp only [Matrix.sub_mulVec, Matrix.smul_mulVec, Matrix.one_mulVec, sub_eq_zero] at hs
  rw [hs, ← sq_eq_sq_iff_eq_or_eq_neg, hr, hm]
  constructor <;> intro e <;> linear_combination e
```

**Without reality.** The condition E² = k² + m² survives for complex k and m by `singular_iff`, but its solutions need not be real. With k = 0 and m = i, it gives E = ±i.

By `dirac_energy_iff`, the energies ±√(k² + m²) of a free particle with real momentum and real mass do not depend on which 4×4 gamma matrices a calculation adopts. The theorem gives the allowed energies, not the number of independent spinors at each, and it includes no external potential.

## The Dirac representation as an example

The hypotheses on the matrices are met by a familiar choice. The Pauli matrices σ_1, σ_2, σ_3 are `pauli 0`, `pauli 1` and `pauli 2`.

```lean
/-- The three Pauli matrices. -/
def pauli : Fin 3 → Matrix (Fin 2) (Fin 2) ℂ :=
  ![!![0, 1; 1, 0], !![0, -Complex.I; Complex.I, 0], !![1, 0; 0, -1]]
```

In two-by-two blocks, γ^0 is diagonal with blocks 1 and −1. The spatial matrix γ^k has σ_k in the upper right and −σ_k in the lower left. In this section j and k are space indices from 1 to 3, not momenta; in the code they run from 0 to 2. The index type `Fin 2 ⊕ Fin 2` has four elements, as `hn` requires.

```lean
/-- The gamma matrices in the Dirac representation, in two-by-two blocks. -/
def diracGamma : Fin 4 → Matrix (Fin 2 ⊕ Fin 2) (Fin 2 ⊕ Fin 2) ℂ :=
  Fin.cons (Matrix.fromBlocks 1 0 0 (-1))
    (fun k => Matrix.fromBlocks 0 (pauli k) (-pauli k) 0)
```

The Pauli matrices satisfy σ_jσ_k + σ_kσ_j = 2δ_{jk}, where δ_{jk} is 1 for j = k and 0 otherwise. Block multiplication of two spatial gamma matrices puts −σ_jσ_k in both diagonal blocks, so their anticommutator is −2δ_{jk}. The products of γ^0 with a spatial gamma matrix in the two orders cancel, and γ^0 squares to 1. `isGamma_witness` checks the Pauli relation entry by entry in `hp`, then treats the time and space indices separately.

```lean
/-- The Dirac representation satisfies the Clifford relations. -/
theorem isGamma_witness : IsGamma diracGamma := by
  have hp : ∀ j k, pauli j * pauli k + pauli k * pauli j
      = (if j = k then 2 else 0 : ℂ) • (1 : Matrix (Fin 2) (Fin 2) ℂ) := by
    intro j k
    ext a b
    fin_cases j <;> fin_cases k <;> fin_cases a <;> fin_cases b <;>
      simp [pauli, Matrix.mul_apply, Fin.sum_univ_two] <;> norm_num
  intro μ ν
  rw [← Matrix.fromBlocks_one]
  induction μ using Fin.cases with
  | zero =>
    induction ν using Fin.cases with
    | zero =>
      rw [show (2 * if (0 : Fin 4) = 0 then metric 0 else 0 : ℂ) = 2 by simp [metric]]
      simp only [diracGamma, Fin.cons_zero, Matrix.fromBlocks_multiply, Matrix.fromBlocks_add,
        Matrix.fromBlocks_smul]
      refine Matrix.fromBlocks_inj.2 ⟨?_, ?_, ?_, ?_⟩ <;> simp [two_smul]
    | succ k =>
      rw [if_neg (Fin.succ_ne_zero k).symm]
      simp only [diracGamma, Fin.cons_zero, Fin.cons_succ, Matrix.fromBlocks_multiply,
        Matrix.fromBlocks_add, Matrix.fromBlocks_smul]
      refine Matrix.fromBlocks_inj.2 ⟨?_, ?_, ?_, ?_⟩ <;> simp
  | succ j =>
    induction ν using Fin.cases with
    | zero =>
      rw [if_neg (Fin.succ_ne_zero j)]
      simp only [diracGamma, Fin.cons_zero, Fin.cons_succ, Matrix.fromBlocks_multiply,
        Matrix.fromBlocks_add, Matrix.fromBlocks_smul]
      refine Matrix.fromBlocks_inj.2 ⟨?_, ?_, ?_, ?_⟩ <;> simp
    | succ k =>
      have hs : (2 * if j.succ = k.succ then metric j.succ else 0 : ℂ)
          = -(if j = k then 2 else 0) := by
        by_cases e : j = k <;> simp [metric, e, Fin.succ_ne_zero]
      rw [hs]
      simp only [diracGamma, Fin.cons_succ, Matrix.fromBlocks_multiply, Matrix.fromBlocks_add,
        Matrix.fromBlocks_smul]
      refine Matrix.fromBlocks_inj.2 ⟨?_, by simp, by simp, ?_⟩ <;>
        rw [neg_smul, ← hp j k] <;> noncomm_ring

end

end DiracDispersion
```

```lean
#print axioms DiracDispersion.charpoly_slash
#print axioms DiracDispersion.dirac_energy_iff
```

```
'DiracDispersion.charpoly_slash' depends on axioms: [propext, Classical.choice, Quot.sound]
'DiracDispersion.dirac_energy_iff' depends on axioms: [propext, Classical.choice, Quot.sound]
```
